# Energy conservation in real-time DFT+U with a fixed one-electron Hamiltonian and fixed site projectors

A drifting energy in a real-time simulation is usually read as a sign of too long a time step. That reading fails if the equation of motion does not itself conserve the energy being monitored. In DFT+U this needs checking, because the Hamiltonian \(F\) depends on the density matrix \(\rho\) that it propagates. Even without a driving field, \(\mathrm{Tr}(F\rho)\) is in general not constant.

When the rest of the Hamiltonian and the site projectors are held fixed, the conserved quantity is the energy with Dudarev's Hubbard term,

\[
E=\mathrm{Tr}(H\rho)+\sum_a\frac{U_a}{2}\,\mathrm{Tr}(n_a-n_a^2),\qquad n_a=Q_a\rho Q_a .
\]

Here \(H\) is the Hamiltonian without the Hubbard term, \(a\) labels the Hubbard sites, \(Q_a\) projects on the localised orbitals of site \(a\), and \(U_a\) is its effective interaction, often written \(U-J\). Conservation is proved for finite matrices, with \(H\) and all \(Q_a\) constant in time.

## Matrices, energy and equation of motion

```lean
import Mathlib

open Matrix

noncomputable section

namespace RealTimeDFTU

variable {n ι : Type*} [Fintype n] [Fintype ι]
```

The type `n` labels the basis orbitals, with spin included if wanted, and `ι` labels the Hubbard sites. Both are finite. The code's `n` is thus an index set, whereas \(n_a\) in the formulas is an occupation matrix.

```lean
/-- The matrix function `A` has time derivative `A'` at time `t`, entry by entry. -/
def HasMatDerivAt (A : ℝ → Matrix n n ℂ) (A' : Matrix n n ℂ) (t : ℝ) : Prop :=
  ∀ i j, HasDerivAt (fun s => A s i j) (A' i j) t
```

`HasMatDerivAt A A' t` says that every entry satisfies \(\dot A_{ij}(t)=A'_{ij}\). The prime in `A'` is part of a name; the statement is what makes it a derivative.

```lean
/-- The occupation matrix `Q ρ Q` of a Hubbard site with site matrix `Q`. -/
def occ (Q ρ : Matrix n n ℂ) : Matrix n n ℂ := Q * ρ * Q
```

This is \(n_a=Q_a\rho Q_a\). Physically \(Q_a\) is a Hermitian projector, but the definition accepts any square complex matrix.

```lean
/-- The Dudarev potential: the sum over sites of `U Q (1/2 - Q ρ Q) Q`. -/
def hubbardPot [DecidableEq n] (U : ι → ℝ) (Q : ι → Matrix n n ℂ) (ρ : Matrix n n ℂ) :
    Matrix n n ℂ :=
  ∑ a, (U a : ℂ) • (Q a * ((1 / 2 : ℂ) • (1 : Matrix n n ℂ) - occ (Q a) ρ) * Q a)
```

The Hubbard potential is

\[
V=\sum_a U_a\,Q_a\left(\tfrac12-n_a\right)Q_a .
\]

The type of `U` makes each \(U_a\) real, and `•` multiplies a matrix by a number.

```lean
/-- The DFT+U Hamiltonian: `H` plus the Dudarev potential of the density matrix `ρ`. -/
def fock [DecidableEq n] (H : Matrix n n ℂ) (U : ι → ℝ) (Q : ι → Matrix n n ℂ)
    (ρ : Matrix n n ℂ) : Matrix n n ℂ := H + hubbardPot U Q ρ
```

The name `fock` stands for the full DFT+U Hamiltonian \(F=H+V\); no Hartree–Fock exchange is implied.

```lean
/-- The DFT+U energy: `Tr(H ρ)` plus the sum over sites of `(U/2) Tr(n - n²)`,
where `n` is the occupation matrix of the site. -/
def energy (H : Matrix n n ℂ) (U : ι → ℝ) (Q : ι → Matrix n n ℂ) (ρ : Matrix n n ℂ) : ℂ :=
  trace (H * ρ) + ∑ a, (U a : ℂ) / 2 * trace (occ (Q a) ρ - occ (Q a) ρ * occ (Q a) ρ)
```

This is \(E\) as above. For Hermitian \(n_a\) with eigenvalues \(\lambda\), the site term is \((U_a/2)\sum\lambda(1-\lambda)\). It vanishes when every eigenvalue is 0 or 1, and for \(U_a>0\) it penalises fractional occupation.

```lean
/-- The von Neumann velocity `-i (F ρ - ρ F)`, in units with `ħ = 1`. -/
def vonNeumann (F ρ : Matrix n n ℂ) : Matrix n n ℂ := (-Complex.I) • (F * ρ - ρ * F)
```

The velocity is \(-i(F\rho-\rho F)\), with \(\hbar=1\) and an orthonormal basis, so no overlap matrix appears.

```lean
/-- `ρ` solves the real-time DFT+U equation: at each time it moves with the von Neumann
velocity of the DFT+U Hamiltonian built from `H t` and from `ρ t` itself. -/
def IsSolution [DecidableEq n] (H : ℝ → Matrix n n ℂ) (U : ι → ℝ)
    (Q : ι → Matrix n n ℂ) (ρ : ℝ → Matrix n n ℂ) : Prop :=
  ∀ t, HasMatDerivAt ρ (vonNeumann (fock (H t) U Q (ρ t)) (ρ t)) t
```

`IsSolution` states the nonlinear equation \(\dot\rho=-i[F,\rho]\) at every real time, with \(F\) rebuilt from the current \(\rho\). The theorems about solutions take one as given.

## Differentiating products and traces

```lean
/-- The product rule for matrix functions of time, with the order of factors kept. -/
theorem HasMatDerivAt.mul {A B : ℝ → Matrix n n ℂ} {A' B' : Matrix n n ℂ} {t : ℝ}
    (hA : HasMatDerivAt A A' t) (hB : HasMatDerivAt B B' t) :
    HasMatDerivAt (fun s => A s * B s) (A' * B t + A t * B') t := by
  intro i j
  simp only [Matrix.mul_apply, Matrix.add_apply]
  rw [← Finset.sum_add_distrib]
  exact HasDerivAt.fun_sum fun k _ => (hA i k).fun_mul (hB k j)
```

From \((AB)_{ij}=\sum_k A_{ik}B_{kj}\), the ordinary product rule gives \((AB)^{\boldsymbol\cdot}=\dot AB+A\dot B\). The order of the factors matters, since matrices need not commute.

```lean
/-- The derivative of the trace is the trace of the derivative. -/
theorem HasMatDerivAt.trace {A : ℝ → Matrix n n ℂ} {A' : Matrix n n ℂ} {t : ℝ}
    (hA : HasMatDerivAt A A' t) :
    HasDerivAt (fun s => Matrix.trace (A s)) (Matrix.trace A') t := by
  simp only [Matrix.trace, Matrix.diag_apply]
  exact HasDerivAt.fun_sum fun i _ => hA i i
```

The trace is a finite sum of diagonal entries, so its derivative is \(\mathrm{Tr}\,\dot A\).

```lean
/-- The occupation matrix of a fixed site changes at the rate `Q ρ' Q`. -/
theorem HasMatDerivAt.occ {ρ : ℝ → Matrix n n ℂ} {ρ' : Matrix n n ℂ} {t : ℝ}
    (hρ : HasMatDerivAt ρ ρ' t) (Q : Matrix n n ℂ) :
    HasMatDerivAt (fun s => RealTimeDFTU.occ Q (ρ s)) (RealTimeDFTU.occ Q ρ') t := by
  have hQ : HasMatDerivAt (fun _ => Q) 0 t := by
    intro i j
    exact hasDerivAt_const t (Q i j)
  simpa [RealTimeDFTU.occ] using (hQ.mul hρ).mul hQ
```

Since \(Q_a\) is constant, two uses of the product rule give \(\dot n_a=Q_a\dot\rho Q_a\).

```lean
/-- An observable `A` that commutes with `F` has no expectation value in the von Neumann
velocity generated by `F`. -/
theorem trace_mul_vonNeumann {A F : Matrix n n ℂ} (h : A * F = F * A) (ρ : Matrix n n ℂ) :
    trace (A * vonNeumann F ρ) = 0 := by
  rw [vonNeumann, Matrix.mul_smul, trace_smul, Matrix.mul_sub, trace_sub,
    ← Matrix.mul_assoc A F ρ, h, ← Matrix.mul_assoc A ρ F, trace_mul_comm (A * ρ) F,
    Matrix.mul_assoc F A ρ, sub_self, smul_zero]
```

Suppose \(AF=FA\). By cyclicity of the trace,

\[
\mathrm{Tr}(A[F,\rho])=\mathrm{Tr}(AF\rho)-\mathrm{Tr}(A\rho F)
=\mathrm{Tr}(AF\rho)-\mathrm{Tr}(FA\rho)=0 .
\]

The chain of rewrites in `rw` follows this line, with `trace_mul_comm` supplying the cyclic step.

## The Hamiltonian as the gradient of the energy

```lean
/-- Along any differentiable path of `H` and `ρ`, the DFT+U energy changes at the rate
`Tr(H' ρ) + Tr(F ρ')`, where `F` is the DFT+U Hamiltonian. -/
theorem energy_hasDerivAt [DecidableEq n] {H ρ : ℝ → Matrix n n ℂ}
    {H' ρ' : Matrix n n ℂ} {t : ℝ} (U : ι → ℝ) (Q : ι → Matrix n n ℂ)
    (hH : HasMatDerivAt H H' t) (hρ : HasMatDerivAt ρ ρ' t) :
    HasDerivAt (fun s => energy (H s) U Q (ρ s))
      (trace (H' * ρ t) + trace (fock (H t) U Q (ρ t) * ρ')) t := by
  -- cyclicity moves the outer site matrices onto the velocity
  have key : ∀ P M X : Matrix n n ℂ, trace (P * M * P * X) = trace (M * occ P X) := by
    intro P M X
    rw [show P * M * P * X = P * (M * P * X) by simp only [Matrix.mul_assoc],
      trace_mul_comm]
    simp only [occ, Matrix.mul_assoc]
  -- the contribution of one site
  have hterm : ∀ a, HasDerivAt
      (fun s => (U a : ℂ) / 2 *
        trace (occ (Q a) (ρ s) - occ (Q a) (ρ s) * occ (Q a) (ρ s)))
      (trace ((U a : ℂ) • (Q a * ((1 / 2 : ℂ) • (1 : Matrix n n ℂ) - occ (Q a) (ρ t))
        * Q a) * ρ')) t := by
    intro a
    have hN := hρ.occ (Q a)
    simp only [trace_sub]
    refine ((hN.trace.fun_sub (hN.mul hN).trace).const_mul ((U a : ℂ) / 2)).congr_deriv ?_
    rw [Matrix.smul_mul, trace_smul, key, Matrix.sub_mul, trace_sub, Matrix.smul_mul,
      Matrix.one_mul, trace_smul, trace_add, trace_mul_comm (occ (Q a) ρ')]
    simp only [smul_eq_mul]
    ring
  unfold energy
  refine ((hH.mul hρ).trace.fun_add (HasDerivAt.fun_sum fun a _ => hterm a)).congr_deriv ?_
  simp only [fock, hubbardPot, Matrix.add_mul, Finset.sum_mul, trace_add, trace_sum]
  ring
```

Here \(\rho\) may follow any differentiable path, whether or not it obeys the equation of motion. For one site, cyclicity merges the two terms from \(n_a^2\):

\[
\frac{d}{dt}\frac{U_a}{2}\mathrm{Tr}(n_a-n_a^2)
=\frac{U_a}{2}\mathrm{Tr}(\dot n_a-\dot n_an_a-n_a\dot n_a)
=U_a\mathrm{Tr}\left[\left(\tfrac12-n_a\right)\dot n_a\right].
\]

Inserting \(\dot n_a=Q_a\dot\rho Q_a\) and cycling once more gives

\[
U_a\mathrm{Tr}\left[Q_a\left(\tfrac12-n_a\right)Q_a\,\dot\rho\right].
\]

Summing over sites and adding the derivative of \(\mathrm{Tr}(H\rho)\) yields

\[
\dot E=\mathrm{Tr}(\dot H\rho)+\mathrm{Tr}(F\dot\rho).
\]

The factor \(1/2\) in the energy has been used up by the quadratic term, which is why \(V\) contains \(\tfrac12-n_a\). In the code, `key` is the cyclic step that moves the outer site matrices, `hterm` is the one-site calculation, and the last lines do the sum.

### How `congr_deriv` separates calculus from algebra

Calculus rules return a derivative in whatever form they happen to build, here a sum of products in \(\dot n_a\). The theorem wants \(\mathrm{Tr}(F\dot\rho)\). If `h` proves that a function has derivative \(x\), then `h.congr_deriv` accepts a proof of \(x=y\) and returns the statement that the derivative is \(y\). The differentiation is then finished, and only a matrix identity remains. In `refine (...).congr_deriv ?_`, the `?_` marks that identity as the next goal.

## From the power supplied to a constant energy

```lean
/-- Under real-time DFT+U with a differentiable time-dependent `H`, the energy changes at
the rate `Tr(H' ρ)`. -/
theorem energy_power [DecidableEq n] {H ρ : ℝ → Matrix n n ℂ} {H' : Matrix n n ℂ} {t : ℝ}
    {U : ι → ℝ} {Q : ι → Matrix n n ℂ}
    (hH : HasMatDerivAt H H' t) (hρ : IsSolution H U Q ρ) :
    HasDerivAt (fun s => energy (H s) U Q (ρ s)) (trace (H' * ρ t)) t :=
  (energy_hasDerivAt U Q hH (hρ t)).congr_deriv (by
    rw [trace_mul_vonNeumann rfl, add_zero])
```

Insert \(\dot\rho=-i[F,\rho]\) into the previous formula. Since \(F\) commutes with itself, \(\mathrm{Tr}(F\dot\rho)=0\), and

\[
\dot E=\mathrm{Tr}(\dot H\rho).
\]

With the projectors fixed, only the explicit change of \(H\) supplies power, for instance through a laser field in the length gauge. The `rfl` in the proof is the fact \(FF=FF\).

```lean
/-- Real-time DFT+U with a time-independent `H` conserves the DFT+U energy. -/
theorem energy_conserved [DecidableEq n] {H : Matrix n n ℂ} {ρ : ℝ → Matrix n n ℂ}
    {U : ι → ℝ} {Q : ι → Matrix n n ℂ} (hρ : IsSolution (fun _ => H) U Q ρ) (t s : ℝ) :
    energy H U Q (ρ t) = energy H U Q (ρ s) := by
  have hd : ∀ r, HasDerivAt (fun s => energy H U Q (ρ s)) 0 r := by
    intro r
    have hH : HasMatDerivAt (fun _ => H) 0 r := by
      intro i j
      exact hasDerivAt_const r (H i j)
    exact (energy_power hH hρ).congr_deriv (by simp)
  exact is_const_of_deriv_eq_zero (fun r => (hd r).differentiableAt)
    (fun r => (hd r).deriv) t s
```

For constant \(H\), \(\dot H=0\), so \(\dot E=0\) at every time and \(E(t)=E(s)\) for any two times. The final step uses `is_const_of_deriv_eq_zero`, which requires differentiability as well as a vanishing derivative. Neither Hermiticity nor idempotency enters.

For real-time DFT+U codes, this supports the energy as a check on the integrator when \(H\) and the projectors are frozen. The step to full Kohn–Sham dynamics is the dependence of \(H\) on the density through the Hartree and exchange–correlation terms. There the total energy is not \(\mathrm{Tr}(H\rho)\) plus the Hubbard term, and those functionals need their own gradient relation.

## Real energy and site charge

```lean
/-- The DFT+U energy is real when `H`, the site matrices and `ρ` are Hermitian. -/
theorem energy_real {H ρ : Matrix n n ℂ} (U : ι → ℝ) {Q : ι → Matrix n n ℂ}
    (hH : H.IsHermitian) (hQ : ∀ a, (Q a).IsHermitian) (hρ : ρ.IsHermitian) :
    (energy H U Q ρ).im = 0 := by
  have key : ∀ A B : Matrix n n ℂ, A.IsHermitian → B.IsHermitian →
      star (trace (A * B)) = trace (A * B) := by
    intro A B hA hB
    rw [← trace_conjTranspose, conjTranspose_mul, hA.eq, hB.eq, trace_mul_comm]
  have hN : ∀ a, (occ (Q a) ρ).IsHermitian := by
    intro a
    change (Q a * ρ * Q a)ᴴ = Q a * ρ * Q a
    rw [conjTranspose_mul, conjTranspose_mul, (hQ a).eq, hρ.eq, Matrix.mul_assoc]
  apply Complex.conj_eq_iff_im.mp
  change star (energy H U Q ρ) = energy H U Q ρ
  unfold energy
  rw [star_add, star_sum, key H ρ hH hρ]
  congr 1
  refine Finset.sum_congr rfl fun a _ => ?_
  have hu : star ((U a : ℂ) / 2) = (U a : ℂ) / 2 := by simp
  have ht : star (trace (occ (Q a) ρ)) = trace (occ (Q a) ρ) := by
    rw [← trace_conjTranspose, (hN a).eq]
  rw [star_mul', hu, trace_sub, star_sub, ht, key _ _ (hN a) (hN a)]
```

The energy was defined as a complex number. If \(H\), \(Q_a\) and \(\rho\) are Hermitian, so is \(n_a\), and for Hermitian \(A,B\)

\[
\mathrm{Tr}(AB)^*=\mathrm{Tr}(BA)=\mathrm{Tr}(AB).
\]

Every term of \(E\) is therefore real. The proof shows that `star`, complex conjugation, leaves \(E\) unchanged.

```lean
/-- If the site matrices are idempotent and mutually orthogonal, the charge on a site changes
only through `H`: the Dudarev potential drops out of its rate of change. -/
theorem site_charge_rate [DecidableEq n] {H ρ : ℝ → Matrix n n ℂ} {U : ι → ℝ}
    {Q : ι → Matrix n n ℂ}
    (hidem : ∀ a, Q a * Q a = Q a) (horth : ∀ a b, a ≠ b → Q a * Q b = 0)
    (hρ : IsSolution H U Q ρ) (a : ι) (t : ℝ) :
    HasDerivAt (fun s => trace (occ (Q a) (ρ s)))
      (trace (Q a * vonNeumann (H t) (ρ t))) t := by
  -- the site projector commutes with the whole Hubbard potential
  have hcomm : Q a * hubbardPot U Q (ρ t) = hubbardPot U Q (ρ t) * Q a := by
    unfold hubbardPot
    rw [Finset.mul_sum, Finset.sum_mul]
    refine Finset.sum_congr rfl fun b _ => ?_
    rw [Matrix.mul_smul, Matrix.smul_mul]
    congr 1
    generalize (1 / 2 : ℂ) • (1 : Matrix n n ℂ) - occ (Q b) (ρ t) = M
    by_cases h : a = b
    · rw [← h, mul_assoc (Q a * M) (Q a) (Q a), hidem, ← mul_assoc, ← mul_assoc, hidem]
    · rw [mul_assoc (Q b * M) (Q b) (Q a), horth b a (Ne.symm h), mul_zero,
        ← mul_assoc, ← mul_assoc, horth a b h, zero_mul, zero_mul]
  have hsplit : vonNeumann (fock (H t) U Q (ρ t)) (ρ t)
      = vonNeumann (H t) (ρ t) + vonNeumann (hubbardPot U Q (ρ t)) (ρ t) := by
    simp only [vonNeumann, fock, ← smul_add]
    congr 1
    noncomm_ring
  refine ((hρ t).occ (Q a)).trace.congr_deriv ?_
  rw [occ, trace_mul_comm, ← Matrix.mul_assoc, hidem, hsplit, Matrix.mul_add, trace_add,
    trace_mul_vonNeumann hcomm, add_zero]
```

Now assume \(Q_a^2=Q_a\), and \(Q_aQ_b=0\) for \(a\neq b\). Then

\[
Q_aV=U_aQ_a\left(\tfrac12-n_a\right)Q_a=VQ_a .
\]

The charge on site \(a\) changes at the rate \(\mathrm{Tr}(Q_a\dot\rho Q_a)=\mathrm{Tr}(Q_a\dot\rho)\). Splitting \(F=H+V\) and using the commutation with \(V\) leaves

\[
\frac{d}{dt}\mathrm{Tr}\,n_a=\mathrm{Tr}\left(Q_a(-i)[H,\rho]\right).
\]

With mutually orthogonal site projectors, the Hubbard potential thus moves no charge into or out of a site directly. Atomic orbitals on neighbouring sites generally overlap, so projectors built from them without orthogonalisation are not covered by this result. It can still affect the charge later, through its influence on \(\rho\). In the proof, `hcomm` treats the cases \(a=b\) and \(a\neq b\), and `hsplit` separates the two commutators.

## An explicit solution on two sites

```lean
/-- The projectors on the two orbitals of a two-site model. -/
def dimerQ : Fin 2 → Matrix (Fin 2) (Fin 2) ℂ := ![!![1, 0; 0, 0], !![0, 0; 0, 1]]
```

Each site, numbered 0 and 1 as in Lean, has one orbital. The matrices are \(Q_0=\mathrm{diag}(1,0)\) and \(Q_1=\mathrm{diag}(0,1)\).

```lean
/-- A two-site density matrix with populations `p`, `q` and a coherence of size `c` that
rotates at frequency `ω`. -/
def dimerDensity (p q c ω t : ℝ) : Matrix (Fin 2) (Fin 2) ℂ :=
  !![(p : ℂ), c * Complex.exp (-(Complex.I * ω) * t);
     c * Complex.exp (Complex.I * ω * t), (q : ℂ)]
```

With real parameters \(p,q,c,\omega\), this is

\[
\rho(t)=\begin{pmatrix}p&c\,e^{-i\omega t}\\ c\,e^{i\omega t}&q\end{pmatrix}.
\]

For a physical one-particle density matrix, \(p\) and \(q\) lie between 0 and 1, with \(c^2\le pq\) and \(c^2\le(1-p)(1-q)\). The theorem allows all real values.

```lean
/-- The two orbital projectors are idempotent and orthogonal, and without hopping the rotating
density matrix solves the DFT+U equation at `ω = ε + U₀ (1/2 - p) - U₁ (1/2 - q)`. -/
theorem dimer_witness (U : Fin 2 → ℝ) (ε p q c ω : ℝ)
    (hω : ω = ε + U 0 * (1 / 2 - p) - U 1 * (1 / 2 - q)) :
    (∀ a, dimerQ a * dimerQ a = dimerQ a) ∧ (∀ a b, a ≠ b → dimerQ a * dimerQ b = 0) ∧
    IsSolution (fun _ => !![(ε : ℂ), 0; 0, 0]) U dimerQ (dimerDensity p q c ω) := by
  refine ⟨?_, ?_, ?_⟩
  · intro a
    fin_cases a <;> (ext i j; fin_cases i <;> fin_cases j <;> simp [dimerQ])
  · intro a b hab
    fin_cases a <;> fin_cases b <;> first
      | exact absurd rfl hab
      | (ext i j; fin_cases i <;> fin_cases j <;> simp [dimerQ])
  · intro t
    -- the DFT+U Hamiltonian is diagonal, with level splitting ω
    have hF : fock !![(ε : ℂ), 0; 0, 0] U dimerQ (dimerDensity p q c ω t)
        = !![(U 1 : ℂ) * (1 / 2 - q) + ω, 0; 0, (U 1 : ℂ) * (1 / 2 - q)] := by
      ext i j
      simp only [fock, hubbardPot, occ, Fin.sum_univ_two, Matrix.add_apply,
        Matrix.smul_apply, Matrix.mul_apply, Matrix.sub_apply, Matrix.one_apply]
      fin_cases i <;> fin_cases j <;> simp [dimerQ, dimerDensity, hω]
    have hv : ∀ b : ℂ, vonNeumann !![b + ω, 0; 0, b] (dimerDensity p q c ω t)
        = !![0, c * (Complex.exp (-(Complex.I * ω) * t) * (-(Complex.I * ω) * 1));
             c * (Complex.exp (Complex.I * ω * t) * (Complex.I * ω * 1)), 0] := by
      intro b
      ext i j
      fin_cases i <;> fin_cases j <;>
        simp [vonNeumann, dimerDensity] <;> ring
    have hexp : ∀ w : ℂ, HasDerivAt (fun s : ℝ => Complex.exp (w * s))
        (Complex.exp (w * t) * (w * 1)) t := by
      intro w
      have h : HasDerivAt (fun z : ℂ => Complex.exp (w * z))
          (Complex.exp (w * t) * (w * 1)) (t : ℂ) :=
        ((hasDerivAt_id' (t : ℂ)).const_mul w).cexp
      exact h.comp_ofReal
    rw [hF, hv]
    intro i j
    fin_cases i <;> fin_cases j
    · exact hasDerivAt_const t (p : ℂ)
    · exact (hexp (-(Complex.I * ω))).const_mul (c : ℂ)
    · exact (hexp (Complex.I * ω)).const_mul (c : ℂ)
    · exact hasDerivAt_const t (q : ℂ)

end RealTimeDFTU
```

Let site 0 have energy \(\varepsilon\), site 1 energy zero, and let there be no hopping. The projectors see only the populations, so \(F\) is diagonal and constant:

\[
F=\mathrm{diag}\left(\varepsilon+U_0(\tfrac12-p),\;U_1(\tfrac12-q)\right).
\]

The diagonal of \([F,\rho]\) vanishes, and the upper coherence obeys \(\dot\rho_{01}=-i(F_{00}-F_{11})\rho_{01}\). It therefore rotates at

\[
\omega=\varepsilon+U_0\left(\tfrac12-p\right)-U_1\left(\tfrac12-q\right).
\]

At \(p=q=\tfrac12\) both Hubbard shifts vanish and \(\omega=\varepsilon\). In the code, `hF` computes \(F\), `hv` the velocity and `hexp` the derivative of the exponential; the last four lines compare the entries. The theorem also verifies the projector conditions, so this model meets all the assumptions of `site_charge_rate`.

```lean
#print axioms RealTimeDFTU.energy_conserved
#print axioms RealTimeDFTU.energy_real
#print axioms RealTimeDFTU.site_charge_rate
```

```
'RealTimeDFTU.energy_conserved' depends on axioms: [propext, Classical.choice, Quot.sound]
'RealTimeDFTU.energy_real' depends on axioms: [propext, Classical.choice, Quot.sound]
'RealTimeDFTU.site_charge_rate' depends on axioms: [propext, Classical.choice, Quot.sound]
```
